# The Pulay equations of DIIS have a solution and a single multiplier for any nonempty finite set of real error vectors

## Solving for the mixing coefficients

In a self-consistent-field calculation accelerated by DIIS, each iteration stores a Fock matrix and an error vector, often the commutator of the Fock and density matrices in an orthonormal basis. A small linear system then gives the coefficients with which the stored Fock matrices are mixed. Near convergence, or with a long history, the error vectors can become linearly dependent or nearly so. Exact dependence makes their matrix of inner products singular.

For a finite set of real error vectors and in exact arithmetic, the system remains solvable in that case. The coefficients may be ambiguous, but the Lagrange multiplier and the extrapolated error are not.

## From least error to linear equations

Let e_i be the stored errors, with i running over a nonempty finite set, and let ⟨·,·⟩ be a real inner product. For real coefficients c_i, define the extrapolated error and the Gram matrix by

r(c) = Σ_i c_i e_i

B_ij = ⟨e_i, e_j⟩

DIIS seeks the smallest ‖r(c)‖ subject to Σ_i c_i = 1. Since ‖r(c)‖² = Σ_ij c_i B_ij c_j, making

½ Σ_ij c_i B_ij c_j − λ (Σ_i c_i − 1)

stationary gives the Pulay equations

Σ_j B_ij c_j = λ for every i, and Σ_i c_i = 1.

Some programs give the multiplier the opposite sign; here λ stands on the right with a plus sign.

The claim is that exactly one λ admits coefficients c satisfying these equations. No assumption is made about the rank of B.

## One overlap fixes the multiplier

Row i of B c is an overlap with the extrapolated error:

Σ_j B_ij c_j = ⟨e_i, Σ_j c_j e_j⟩ = ⟨e_i, r(c)⟩

If c solves the equations with multiplier λ, all these overlaps equal λ. Hence, for any coefficients d,

⟨r(d), r(c)⟩ = Σ_i d_i ⟨e_i, r(c)⟩ = (Σ_i d_i) λ

Taking d = c gives λ = ‖r(c)‖², so the multiplier is the squared length of the extrapolated error.

Now let c′ be another solution, with multiplier λ′. Both coefficient sums are one, so

λ = ⟨r(c′), r(c)⟩ = ⟨r(c), r(c′)⟩ = λ′

## A projection supplies a solution

Choose a reference label i₀ and let W be the span of the differences e_i − e_i₀. Let w be the orthogonal projection of e_i₀ onto W. Since w lies in W, there are numbers a_i with

w = Σ_i a_i (e_i − e_i₀)

Define

c_i = −a_i for i ≠ i₀, and c_i₀ = 1 + Σ_j a_j − a_i₀

The coefficients sum to 1 + Σ_j a_j − Σ_i a_i = 1, and

r(c) = (1 + Σ_j a_j) e_i₀ − Σ_i a_i e_i = e_i₀ − w

This remainder is orthogonal to W, so ⟨e_i − e_i₀, r(c)⟩ = 0 for every i. All the overlaps ⟨e_i, r(c)⟩ therefore equal ⟨e_i₀, r(c)⟩, which is the required λ.

## What the solutions share

Let c be a solution with multiplier λ, and let d be any coefficients with sum one. Then ⟨r(d), r(c)⟩ = λ and ‖r(c)‖² = λ, so

‖r(d) − r(c)‖² = ‖r(d)‖² − 2λ + λ

‖r(d)‖² = λ + ‖r(d) − r(c)‖²

Four consequences follow.

**The error vector.** If d is also a solution, then ‖r(d)‖² = λ, and the last equation forces r(d) = r(c). Conversely, if d has sum one and r(d) = r(c), its overlaps with the e_i are those of c, so d is a solution.

**Least error.** The decomposition gives ‖r(d)‖² ≥ λ = ‖r(c)‖², so every solution is a minimiser. Conversely, if d is a minimiser, then ‖r(d)‖² ≤ ‖r(c)‖² = λ. The distance term must vanish, so d has the same error as c and is a solution.

**Unique coefficients.** If a nonzero vector d has Σ_i d_i = 0 and r(d) = 0, then c + d is a second solution. If there are two different solutions, their difference is such a vector. The coefficients are therefore unique exactly when no such nonzero d exists.

**Zero multiplier.** If λ = 0, then r(c) = 0. Conversely, if some d with sum one has r(d) = 0, then λ = ⟨r(d), r(c)⟩ = 0. Thus λ vanishes exactly when the stored errors can be combined to zero with coefficient sum one.

## One error, and three dependent errors

With a single stored error e, the constraint gives c = 1 and λ = ‖e‖². This holds even for e = 0, where B is the zero matrix. With no stored errors the coefficient sum is zero, and the constraint cannot be met.

For a singular example, take three errors in the plane:

e_1 = (2, 0), e_2 = (0, 2), e_3 = (1, 1)

The rows of B are (4, 0, 2), (0, 4, 2) and (2, 2, 2), and its determinant is zero. The first two equations give c_1 = c_2 = t, and the constraint gives c_3 = 1 − 2t. Each row of B c then equals 2, whatever t is. Every solution has

r(c) = (1, 1), λ = 2 = ‖r(c)‖²

The freedom in t comes from e_1 + e_2 − 2e_3 = 0, whose coefficients sum to zero. Using e_1 alone gives squared error 4, which is λ = 2 plus the squared distance 2 from (2, 0) to (1, 1).

A singular B does not always make the coefficients ambiguous. For the one-dimensional errors 1 and 2, the only solution is c = (2, −1), with λ = 0.

## How the Lean definitions encode DIIS

The finite type `ι` labels the stored iterations, and `e : ι → E` assigns each one its error vector. The space `E` is any real inner product space, possibly infinite-dimensional. Real error matrices fit this setting with the inner product that sums products of corresponding entries.

`errorMatrix e` is B, and `extrapolate e c` is r(c). `SolvesPulay e c lam` says that every entry of B c equals `lam` and that the coefficients sum to one.

The main theorem, `pulay_solvable_unique_multiplier`, concludes `∃! lam : ℝ, ∃ c : ι → ℝ, SolvesPulay e c lam`: there is exactly one multiplier for which some coefficients solve the equations. The uniqueness mark applies to `lam`, not to `c`. The hypothesis `[Nonempty ι]` says that at least one error has been stored.

The extrapolated error is a linear combination of stored errors. It need not be the residual obtained by recomputing the error at the mixed Fock matrix. Complex error vectors, rounding, the conditioning of B and the convergence of the self-consistent cycle are not treated. Nor do the theorems say anything about the mixed Fock matrix itself, which may differ between two solutions with the same extrapolated error.

## The complete Lean file

```lean
import Mathlib

open Matrix

namespace PulayEquations

variable {ι E : Type*} [Fintype ι] [NormedAddCommGroup E] [InnerProductSpace ℝ E]

/-- The DIIS matrix `B` of inner products between the stored error vectors. -/
def errorMatrix (e : ι → E) : Matrix ι ι ℝ :=
  Matrix.of fun i j => inner ℝ (e i) (e j)

/-- The extrapolated error: the combination of the stored errors with coefficients `c`. -/
def extrapolate (e : ι → E) (c : ι → ℝ) : E := ∑ i, c i • e i

/-- The Pulay equations: `B c` has all entries equal to the multiplier `lam`, and the
coefficients sum to one. -/
def SolvesPulay (e : ι → E) (c : ι → ℝ) (lam : ℝ) : Prop :=
  errorMatrix e *ᵥ c = (fun _ => lam) ∧ ∑ i, c i = 1

/-- Row `i` of `B c` is the overlap of the stored error `e i` with the extrapolated error. -/
theorem errorMatrix_mulVec (e : ι → E) (c : ι → ℝ) (i : ι) :
    (errorMatrix e *ᵥ c) i = inner ℝ (e i) (extrapolate e c) := by
  simp only [errorMatrix, extrapolate, Matrix.mulVec, dotProduct, Matrix.of_apply,
    inner_sum, real_inner_smul_right]
  exact Finset.sum_congr rfl fun j _ => mul_comm _ _

/-- The overlap of any combination of the errors with a Pulay extrapolated error is the
multiplier times the sum of the coefficients of that combination. -/
theorem inner_extrapolate {e : ι → E} {c : ι → ℝ} {lam : ℝ} (h : SolvesPulay e c lam)
    (d : ι → ℝ) :
    inner ℝ (extrapolate e d) (extrapolate e c) = (∑ i, d i) * lam := by
  have hi : ∀ i, inner ℝ (e i) (extrapolate e c) = lam := fun i => by
    rw [← errorMatrix_mulVec, h.1]
  show inner ℝ (∑ i, d i • e i) (extrapolate e c) = _
  simp only [sum_inner, real_inner_smul_left, hi, Finset.sum_mul]

/-- The multiplier of a Pulay solution is the squared norm of its extrapolated error. -/
theorem multiplier_eq_norm_sq {e : ι → E} {c : ι → ℝ} {lam : ℝ} (h : SolvesPulay e c lam) :
    lam = ‖extrapolate e c‖ ^ 2 := by
  rw [← real_inner_self_eq_norm_sq, inner_extrapolate h, h.2, one_mul]

/-- For any coefficients summing to one, the squared error is the Pulay multiplier plus the
squared distance to the Pulay extrapolated error. -/
theorem norm_sq_decomposition {e : ι → E} {c d : ι → ℝ} {lam : ℝ} (h : SolvesPulay e c lam)
    (hd : ∑ i, d i = 1) :
    ‖extrapolate e d‖ ^ 2 = lam + ‖extrapolate e d - extrapolate e c‖ ^ 2 := by
  have h1 := inner_extrapolate h d
  rw [hd, one_mul] at h1
  have h2 := multiplier_eq_norm_sq h
  rw [norm_sub_sq_real, h1]
  linarith

/-- For every nonempty finite family of errors, linearly dependent or not, the Pulay equations
have a solution, and the multiplier is the same for all solutions. -/
theorem pulay_solvable_unique_multiplier [Nonempty ι] (e : ι → E) :
    ∃! lam : ℝ, ∃ c : ι → ℝ, SolvesPulay e c lam := by
  classical
  let i₀ : ι := Classical.arbitrary ι
  -- project the reference error onto the span of the error differences
  let W : Submodule ℝ E := Submodule.span ℝ (Set.range fun i => e i - e i₀)
  have : FiniteDimensional ℝ W := FiniteDimensional.span_of_finite ℝ (Set.finite_range _)
  have : CompleteSpace W := FiniteDimensional.complete ℝ W
  obtain ⟨w, hw, hperp⟩ :=
    Submodule.HasOrthogonalProjection.exists_orthogonal (K := W) (e i₀)
  obtain ⟨a, ha⟩ := (Submodule.mem_span_range_iff_exists_fun ℝ).1 hw
  -- the remainder is an extrapolated error whose coefficients sum to one
  let c : ι → ℝ := fun i => (if i = i₀ then 1 + ∑ j, a j else 0) - a i
  have hsum : ∑ i, c i = 1 := by
    simp [c, Finset.sum_sub_distrib]
  have hr : extrapolate e c = e i₀ - w := by
    rw [← ha]
    simp only [extrapolate, c, sub_smul, ite_smul, zero_smul, Finset.sum_sub_distrib,
      Finset.sum_ite_eq', Finset.mem_univ, if_true, smul_sub, ← Finset.sum_smul]
    module
  refine ⟨inner ℝ (e i₀) (extrapolate e c), ⟨c, ?_, hsum⟩, ?_⟩
  · funext i
    have h0 := (Submodule.mem_orthogonal _ _).1 hperp (e i - e i₀)
      (Submodule.subset_span ⟨i, rfl⟩)
    rw [← hr, inner_sub_left] at h0
    rw [errorMatrix_mulVec]
    linarith
  · -- two solutions have one mutual overlap, which equals both multipliers
    rintro lam' ⟨c', h'⟩
    have h1 := inner_extrapolate h' c
    rw [hsum, one_mul, real_inner_comm] at h1
    have h2 : ∀ i, inner ℝ (e i) (extrapolate e c) = inner ℝ (e i₀) (extrapolate e c) := by
      intro i
      have h0 := (Submodule.mem_orthogonal _ _).1 hperp (e i - e i₀)
        (Submodule.subset_span ⟨i, rfl⟩)
      rw [← hr, inner_sub_left] at h0
      linarith
    have h3 : SolvesPulay e c (inner ℝ (e i₀) (extrapolate e c)) :=
      ⟨funext fun i => by rw [errorMatrix_mulVec, h2 i], hsum⟩
    have h4 := inner_extrapolate h3 c'
    rw [h'.2, one_mul] at h4
    exact h1.symm.trans h4

/-- Given one Pulay solution, the solutions with the same multiplier are exactly the coefficient
vectors that sum to one and give the same extrapolated error. -/
theorem solves_iff_same_error {e : ι → E} {c : ι → ℝ} {lam : ℝ} (h : SolvesPulay e c lam)
    (c' : ι → ℝ) :
    SolvesPulay e c' lam ↔ ∑ i, c' i = 1 ∧ extrapolate e c' = extrapolate e c := by
  constructor
  · intro h'
    have h1 := norm_sq_decomposition h h'.2
    have h2 := multiplier_eq_norm_sq h'
    have h3 : ‖extrapolate e c' - extrapolate e c‖ ^ 2 = 0 := by linarith
    exact ⟨h'.2, sub_eq_zero.1 (norm_eq_zero.1 ((pow_eq_zero_iff two_ne_zero).1 h3))⟩
  · rintro ⟨hs, hr⟩
    exact ⟨funext fun i => by rw [errorMatrix_mulVec, hr, ← errorMatrix_mulVec, h.1], hs⟩

/-- Coefficients solve the Pulay equations for some multiplier exactly when they sum to one and
give the smallest error norm among all coefficients that sum to one. -/
theorem solves_iff_least_error (e : ι → E) (c : ι → ℝ) :
    (∃ lam, SolvesPulay e c lam) ↔
      ∑ i, c i = 1 ∧ ∀ d : ι → ℝ, ∑ i, d i = 1 → ‖extrapolate e c‖ ≤ ‖extrapolate e d‖ := by
  constructor
  · rintro ⟨lam, h⟩
    refine ⟨h.2, fun d hd => le_of_not_gt fun hlt => ?_⟩
    have h1 := norm_sq_decomposition h hd
    have h2 := multiplier_eq_norm_sq h
    nlinarith [norm_nonneg (extrapolate e d), sq_nonneg ‖extrapolate e d - extrapolate e c‖]
  · rintro ⟨hs, hmin⟩
    have : Nonempty ι := by
      by_contra hn
      rw [not_nonempty_iff] at hn
      simp at hs
    -- compare with a solution, which exists by the main theorem
    obtain ⟨lam, ⟨c₀, h₀⟩, -⟩ := pulay_solvable_unique_multiplier e
    have h1 := norm_sq_decomposition h₀ hs
    have h2 := multiplier_eq_norm_sq h₀
    have h3 := pow_le_pow_left₀ (norm_nonneg _) (hmin c₀ h₀.2) 2
    have h4 : ‖extrapolate e c - extrapolate e c₀‖ ^ 2 = 0 :=
      le_antisymm (by linarith) (sq_nonneg _)
    exact ⟨lam, (solves_iff_same_error h₀ c).2
      ⟨hs, sub_eq_zero.1 (norm_eq_zero.1 ((pow_eq_zero_iff two_ne_zero).1 h4))⟩⟩

/-- The Pulay coefficients are unique exactly when the only vanishing combination of the errors
with coefficient sum zero is the trivial one. -/
theorem unique_coefficients_iff [Nonempty ι] (e : ι → E) :
    (∃! c : ι → ℝ, ∃ lam, SolvesPulay e c lam) ↔
      ∀ d : ι → ℝ, ∑ i, d i = 0 → extrapolate e d = 0 → d = 0 := by
  constructor
  · rintro ⟨c, ⟨lam, h⟩, hu⟩ d hs hr
    have hadd : extrapolate e (c + d) = extrapolate e c + extrapolate e d := by
      simp [extrapolate, add_smul, Finset.sum_add_distrib]
    have hsol : SolvesPulay e (c + d) lam := (solves_iff_same_error h _).2
      ⟨by simp [Finset.sum_add_distrib, h.2, hs], by rw [hadd, hr, add_zero]⟩
    have hcd : c + d = c := hu _ ⟨lam, hsol⟩
    simpa using hcd
  · intro hind
    obtain ⟨lam, ⟨c, h⟩, hu⟩ := pulay_solvable_unique_multiplier e
    refine ⟨c, ⟨lam, h⟩, ?_⟩
    rintro c' ⟨lam', h'⟩
    have hl : lam' = lam := hu lam' ⟨c', h'⟩
    rw [hl] at h'
    have hr := ((solves_iff_same_error h c').1 h').2
    have hsub : extrapolate e (c' - c) = extrapolate e c' - extrapolate e c := by
      simp [extrapolate, sub_smul, Finset.sum_sub_distrib]
    exact sub_eq_zero.1 (hind (c' - c)
      (by simp [Finset.sum_sub_distrib, h.2, h'.2]) (by rw [hsub, hr, sub_self]))

/-- The Pulay multiplier vanishes exactly when some combination of the errors with coefficient
sum one is zero. -/
theorem multiplier_eq_zero_iff {e : ι → E} {c : ι → ℝ} {lam : ℝ} (h : SolvesPulay e c lam) :
    lam = 0 ↔ ∃ d : ι → ℝ, ∑ i, d i = 1 ∧ extrapolate e d = 0 := by
  constructor
  · intro h0
    have h1 := multiplier_eq_norm_sq h
    rw [h0] at h1
    exact ⟨c, h.2, norm_eq_zero.1 ((pow_eq_zero_iff two_ne_zero).1 h1.symm)⟩
  · rintro ⟨d, hd, hr⟩
    have h1 := inner_extrapolate h d
    rw [hr, inner_zero_left, hd, one_mul] at h1
    exact h1.symm

end PulayEquations
```

```lean
#print axioms PulayEquations.pulay_solvable_unique_multiplier
#print axioms PulayEquations.solves_iff_least_error
#print axioms PulayEquations.unique_coefficients_iff
#print axioms PulayEquations.multiplier_eq_zero_iff
```

```
'PulayEquations.pulay_solvable_unique_multiplier' depends on axioms: [propext, Classical.choice, Quot.sound]
'PulayEquations.solves_iff_least_error' depends on axioms: [propext, Classical.choice, Quot.sound]
'PulayEquations.unique_coefficients_iff' depends on axioms: [propext, Classical.choice, Quot.sound]
'PulayEquations.multiplier_eq_zero_iff' depends on axioms: [propext, Classical.choice, Quot.sound]
```

## How the code follows the derivation

`errorMatrix_mulVec` turns a row of B c into an overlap by moving the sum and the scalars through the inner product. `inner_extrapolate` does the same in the first argument and replaces each overlap by `lam`. Setting `d` equal to `c` then yields `multiplier_eq_norm_sq`. For `norm_sq_decomposition`, the code expands the squared distance with `norm_sub_sq_real` and rewrites the overlap in it as `lam` by `inner_extrapolate`; `linarith` then finishes with the identity from `multiplier_eq_norm_sq`.

In the main theorem, `W` is the span of the differences. It is finite-dimensional and hence complete, which provides the orthogonal projection without requiring `E` to be complete. The vector `w` is the projection, and `hperp` records that the remainder is orthogonal to `W`. Membership of `w` in the span gives the numbers `a`, from which `c` is built. The facts `hsum` and `hr` are the two checks made by hand: the coefficients sum to one, and their extrapolated error is `e i₀ - w`. The tactic `module` settles the remaining vector identity.

The `refine` line supplies the multiplier and leaves two goals. The first is that all rows of B c agree, which follows from orthogonality to `e i - e i₀`. The second is uniqueness. There, `h1` and `h4` evaluate the same mutual overlap in two ways, once as `lam'` and once as the constructed multiplier, with `real_inner_comm` providing the symmetry.

`solves_iff_same_error` compares two solutions through the decomposition: the squared distance is zero, hence so is the difference of the errors. Its reverse direction rewrites the rows of B c′ as overlaps and uses the equality of the errors. The theorem is stated for a common `lam`; the main theorem ensures that any other solution has that same multiplier.

In `solves_iff_least_error`, the forward direction assumes a smaller error norm and lets `nlinarith` derive a contradiction from the squared norms. The reverse direction first obtains nonemptiness from the coefficient sum, then takes a solution `c₀` from the main theorem. Minimality makes the squared distance to its error zero, so `solves_iff_same_error` applies.

The theorem `unique_coefficients_iff` also assumes at least one stored error; without one there is no solution, although the condition on `d` holds trivially. One direction of the proof adds a vanishing sum-zero combination to a solution, and the other subtracts two solutions after identifying their multipliers. `multiplier_eq_zero_iff` uses the solution itself as the vanishing combination in one direction, and the overlap identity in the other.
